# Uniform diagonal spin phases preserve the collinear part of a one-particle density matrix

The lemma says that multiplying the up and down spinor components by phases `a` and `b`, the same on every site, leaves the collinear part of a one-particle density matrix unchanged. In matrix terms, each spin block `G i j` becomes `U * G i j * Uᴴ` with `U` diagonal and `‖a‖ = ‖b‖ = 1`, and its up-up and down-down entries stay the same. The blocks are arbitrary complex 2 by 2 matrices, with no hermiticity, positivity or normalisation assumed, and the set of sites need not be finite. The attempt computes the two diagonal entries of a transformed block, then removes the phases using the fact that each phase times its conjugate is 1.

Lean 4 with Mathlib refuses this proof:

```lean
import Mathlib

open Matrix

namespace CollinearPartRotateDiagonal

noncomputable section

/-- Spin blocks for a one-particle density matrix on the sites `ι`: an arbitrary complex 2 by 2
matrix for each pair of sites. -/
abbrev SpinBlocks (ι : Type*) := ι → ι → Matrix (Fin 2) (Fin 2) ℂ

/-- The same spin transformation `U` applied on every site: `G_ij` becomes `U G_ij Uᴴ`. -/
def rotate {ι : Type*} (U : Matrix (Fin 2) (Fin 2) ℂ) (G : SpinBlocks ι) : SpinBlocks ι :=
  fun i j => U * G i j * Uᴴ

/-- The collinear part of the density matrix: the off-diagonal spin entries of every block
are discarded. -/
def collinearPart {ι : Type*} (G : SpinBlocks ι) : SpinBlocks ι :=
  fun i j => !![G i j 0 0, 0; 0, G i j 1 1]

/-- Multiplying the up and down spinor components by phases `a` and `b` leaves the collinear
part of the density matrix unchanged. -/
theorem collinearPart_rotate_diagonal {ι : Type*} (G : SpinBlocks ι) {a b : ℂ}
    (ha : ‖a‖ = 1) (hb : ‖b‖ = 1) :
    collinearPart (rotate !![a, 0; 0, b] G) = collinearPart G := by
  have ha' : a * (starRingEnd ℂ) a = 1 := by
    rw [Complex.mul_conj, Complex.normSq_eq_norm_sq, ha]; norm_num
  have hb' : b * (starRingEnd ℂ) b = 1 := by
    rw [Complex.mul_conj, Complex.normSq_eq_norm_sq, hb]; norm_num
  funext i j
  have e0 : rotate !![a, 0; 0, b] G i j 0 0 = a * G i j 0 0 * (starRingEnd ℂ) a := by
    simp [rotate, Matrix.mul_apply, Fin.sum_univ_two]
  have e1 : rotate !![a, 0; 0, b] G i j 1 1 = b * G i j 1 1 * (starRingEnd ℂ) b := by
    simp [rotate, Matrix.mul_apply, Fin.sum_univ_two]
  have f0 : a * G i j 0 0 * (starRingEnd ℂ) a = G i j 0 0 := by
    linear_combination G i j 0 0 * ha'
  have f1 : b * G i j 1 1 * (starRingEnd ℂ) b = G i j 1 1 := by
    linear_combination G i j 1 1 * hb'
  simp only [collinearPart, e0, e1, f0, f1]

end

end CollinearPartRotateDiagonal
```

Lean reports:

```
Main.lean:32:83: error: unsolved goals
ι : Type u_1
G : SpinBlocks ι
a b : ℂ
ha : ‖a‖ = 1
hb : ‖b‖ = 1
ha' : a * (starRingEnd ℂ) a = 1
hb' : b * (starRingEnd ℂ) b = 1
i j : ι
⊢ (![a, 0] ᵥ* G i j) 0 = a * G i j 0 0 ∨ a = 0
Main.lean:34:83: error: unsolved goals
ι : Type u_1
G : SpinBlocks ι
a b : ℂ
ha : ‖a‖ = 1
hb : ‖b‖ = 1
ha' : a * (starRingEnd ℂ) a = 1
hb' : b * (starRingEnd ℂ) b = 1
i j : ι
e0 : rotate !![a, 0; 0, b] G i j 0 0 = a * G i j 0 0 * (starRingEnd ℂ) a
⊢ (![0, b] ᵥ* G i j) 1 = b * G i j 1 1 ∨ b = 0
```

The change, after which it compiles:

```diff
@@ -31,7 +31,9 @@
   funext i j
   have e0 : rotate !![a, 0; 0, b] G i j 0 0 = a * G i j 0 0 * (starRingEnd ℂ) a := by
-    simp [rotate, Matrix.mul_apply, Fin.sum_univ_two]
+    simp only [rotate, Matrix.mul_apply, Fin.sum_univ_two, Matrix.conjTranspose_apply]
+    simp
   have e1 : rotate !![a, 0; 0, b] G i j 1 1 = b * G i j 1 1 * (starRingEnd ℂ) b := by
-    simp [rotate, Matrix.mul_apply, Fin.sum_univ_two]
+    simp only [rotate, Matrix.mul_apply, Fin.sum_univ_two, Matrix.conjTranspose_apply]
+    simp
   have f0 : a * G i j 0 0 * (starRingEnd ℂ) a = G i j 0 0 := by
     linear_combination G i j 0 0 * ha'
```

Cause. Both errors are unfinished `simp` calls, in `e0` and `e1`. Besides the listed lemmas, `simp` uses its default rules, and these rewrote the inner product `U * G i j` row by row before `Matrix.mul_apply` could expand its entries. That left the vector-matrix product `![a, 0] ᵥ* G i j` in `e0`, and `![0, b] ᵥ* G i j` in `e1`. `Matrix.mul_apply` concerns entries of matrix-matrix products, so it does not apply to these. The alternatives `a = 0` and `b = 0` appear because `simp` also cancelled the common conjugate factor on the right, which is allowed only if that factor is nonzero.

The repair fixes the order. `simp only` uses just the listed lemmas, so both matrix products are expanded into sums of entries first. The added `Matrix.conjTranspose_apply` turns entries of `Uᴴ` into conjugated entries of `U`. The plain `simp` that follows then only has to read off the entries of the explicit matrix and drop the zero terms, which closes each goal.
